# Lowest-order coefficients of det(diag(s) + t h) when paired overlaps vanish

Let $S=\mathrm{diag}(s)$ be an overlap matrix already in Löwdin-paired form, let $h$ be any square matrix of the same size over a commutative ring, and let $p(t)=\det(S+t\,h)$.

- If $s_k=0$, the coefficient of $t$ in $p$ is $h_{kk}\prod_{i\neq k}s_i$.
- If $s_k=s_l=0$ with $k\neq l$, the coefficient of $t$ is zero, and the coefficient of $t^2$ is $(h_{kk}h_{ll}-h_{kl}h_{lk})\prod_{i\neq k,l}s_i$.

Empty products equal 1. Overlaps other than the named ones may vanish too.

## Matrix elements between non-orthogonal determinants

Take two Slater determinants $\Phi$ and $\Psi$ of $N$ electrons, with occupied spin orbitals $\varphi_i$ and $\psi_j$. Their overlap is $\langle\Phi|\Psi\rangle=\det S$, where $S_{ij}=\langle\varphi_i|\psi_j\rangle$. Löwdin pairing rotates the occupied orbitals within each determinant by a singular value decomposition, after which $S=\mathrm{diag}(s)$. The rotations change the determinants only by phases, which a calculation keeps track of separately.

For a one-body operator $\hat h$, write $h_{ij}=\langle\varphi_i|\hat h|\psi_j\rangle$ in the paired orbitals. The product $\prod_a(1+t\,\hat h(a))$ over the electrons $a$ replaces every $\psi_j$ by $\psi_j+t\,\hat h\psi_j$, so

$$\langle\Phi|\prod_a\bigl(1+t\,\hat h(a)\bigr)|\Psi\rangle=\det(S+t\,h)=p(t).$$

The coefficient of $t$ is therefore the matrix element of $\sum_a\hat h(a)$, and the coefficient of $t^2$ is that of $\sum_{a<b}\hat h(a)\hat h(b)$.

When every $s_i$ is nonzero, the first of these is usually written as $\det S$ times $\mathrm{tr}(S^{-1}h)$, with $S^{-1}$ supplying the Green's function. If an overlap vanishes, the inverse no longer exists, but the matrix element does. In auxiliary-field Monte Carlo this concerns the numerator of the local energy between two single determinants; the local energy itself, being a quotient by $\langle\Phi|\Psi\rangle$, remains undefined at zero overlap.

## Expanding the determinant row by row

Row $i$ of $S+t\,h$ is the sum of row $i$ of $S$ and $t$ times row $i$ of $h$. The determinant is linear in each row, so it expands into one term for each set $A$ of indices, where $A$ collects the rows taken from $h$:

$$p(t)=\sum_A t^{|A|}D_A .$$

Here $D_A$ is the determinant whose rows in $A$ come from $h$ and whose other rows come from $S$. Apply the same reordering to rows and columns, with the indices in $A$ first. The determinant does not change, and the matrix becomes

$$\begin{pmatrix} h_{AA} & h_{AA^c}\\ 0 & S_{A^cA^c}\end{pmatrix},$$

where $A^c$ is the complement of $A$. The lower left block is zero because $S$ is diagonal. Hence

$$D_A=M_A\prod_{i\notin A}s_i,\qquad M_A=\det h_{AA},\qquad M_\emptyset=1.$$

Collecting equal powers of $t$ gives the coefficient $c_m$ of $t^m$:

$$c_m=\sum_{|A|=m}M_A\prod_{i\notin A}s_i .$$

For $m=1$ this reads $c_1=\sum_k h_{kk}\prod_{i\neq k}s_i$, whatever the overlaps are.

## Which terms survive the zeros

Suppose $s_i=0$ for every $i$ in a set $Z$. If some element of $Z$ is missing from $A$, the product over $i\notin A$ contains a zero and the term vanishes. Only sets $A$ that contain $Z$ can contribute.

If $m<|Z|$, no set with $m$ elements contains $Z$, so $c_m=0$. If $m=|Z|$, the only such set is $Z$ itself, so

$$c_{|Z|}=M_Z\prod_{i\notin Z}s_i .$$

For $Z=\{k\}$ the minor is $h_{kk}$. For $Z=\{k,l\}$ with $k\neq l$ it is

$$M_{\{k,l\}}=\det\begin{pmatrix}h_{kk}&h_{kl}\\h_{lk}&h_{ll}\end{pmatrix}=h_{kk}h_{ll}-h_{kl}h_{lk},$$

a direct product minus an exchange product. These are the two rules stated at the start.

## One zero where the rule needs two

Take $N=3$, $s=(0,1,1)$ and $h=\mathrm{diag}(1,0,1)$, and choose $k=1$, $l=2$. The hypothesis $s_l=0$ fails. Then

$$p(t)=t\cdot1\cdot(1+t)=t+t^2 .$$

The rule for two zeros would give 0 for the coefficient of $t$ and $(1\cdot0-0\cdot0)\cdot1=0$ for that of $t^2$. Both are in fact 1. The rule for one zero still applies with $k=1$ and gives the correct linear coefficient.

## How the Lean statement represents the model

The orbital pairs are labelled by a finite type `n`, which may be empty, and the entries lie in a commutative ring `R`. Real and complex matrices are included. The argument never divides, and $h$ need not be Hermitian.

The overlaps are a function `s : n → R`, and `diagonal s` is the paired matrix $S$. The diagonal form is thus built into the model: the singular value decomposition, the orbital rotations and their phases are not formalised. Neither are the Slater determinants; the link between $p(t)$ and many-electron matrix elements is the physical reading given above.

`overlapPoly s h` is a polynomial in `R[X]`, with `C` turning ring elements into constant polynomials and `X` standing for $t$. Its coefficients are `(overlapPoly s h).coeff m`, our $c_m$. The theorem `eval_overlapPoly` confirms that its value at any `t` in `R` is $\det(S+t\,h)$. The minor $M_A$ is `occMinor h A`, with `A` a `Finset n`, and `Aᶜ` is the complement.

The rules are `coeff_one_of_zero` and `coeff_two_of_two_zeros`. Their general form is `coeff_of_zero_overlaps`, whose hypothesis `hZ` requires zeros on `Z` and says nothing about the overlaps elsewhere. The formula for $c_1$ with arbitrary overlaps is `coeff_one`.

These identities concern the powers of $t$ in a determinant with a single one-body matrix $h$. The generalised Slater–Condon rules used in non-orthogonal configuration interaction also treat a general two-body interaction. If that interaction is written as a sum of terms $c\sum_{a<b}\hat g(a)\hat g(b)$, each with a number $c$ and the same one-body operator $\hat g$ for both electrons, the quadratic coefficient can be applied term by term.

## The complete Lean file

```lean
import Mathlib

open Matrix Polynomial

namespace LowdinPairedOverlap

noncomputable section

variable {n R : Type*} [Fintype n] [DecidableEq n] [CommRing R]

/-- The determinant of the one-body matrix `h` restricted to the orbital pairs in `A`. -/
def occMinor (h : Matrix n n R) (A : Finset n) : R :=
  (h.submatrix (Subtype.val : {i // i ∈ A} → n) (Subtype.val : {i // i ∈ A} → n)).det

/-- The polynomial `p(t) = det (S + t h)` for the Löwdin-paired overlap `S = diag(s)`. -/
def overlapPoly (s : n → R) (h : Matrix n n R) : R[X] :=
  (diagonal (fun i => C (s i)) + (X : R[X]) • h.map C).det

/-- The value of the polynomial at `t` is the determinant of `diag(s) + t h`. -/
theorem eval_overlapPoly (s : n → R) (h : Matrix n n R) (t : R) :
    (overlapPoly s h).eval t = (diagonal s + t • h).det := by
  rw [overlapPoly, ← coe_evalRingHom, RingHom.map_det]
  refine congrArg Matrix.det (Matrix.ext fun i j => ?_)
  by_cases hij : i = j
  · subst hij
    simp
    ring
  · simp [hij]
    ring

/-- If the rows in `A` are taken from `h` and the others from the paired overlap, the
determinant is the minor of `h` on `A` times the overlaps outside `A`. -/
theorem det_mixed_rows (s : n → R) (h : Matrix n n R) (A : Finset n) :
    (Matrix.of fun i j => if i ∈ A then h i j else diagonal s i j).det =
      occMinor h A * ∏ i ∈ Aᶜ, s i := by
  -- Rows outside `A` are zero in the columns of `A`: block triangular form.
  have hd := Matrix.twoBlockTriangular_det
    (Matrix.of fun i j => if i ∈ A then h i j else diagonal s i j) (fun i => i ∈ A)
    (by
      intro i hi j hj
      have hij : i ≠ j := fun e => hi (e ▸ hj)
      simp [hi, hij])
  have e1 : toSquareBlockProp
      (Matrix.of fun i j => if i ∈ A then h i j else diagonal s i j) (fun i => i ∈ A) =
      h.submatrix Subtype.val Subtype.val := by
    refine Matrix.ext fun i j => ?_
    have hi : i.1 ∈ A := i.2
    simp [toSquareBlockProp, hi]
  have e2 : toSquareBlockProp
      (Matrix.of fun i j => if i ∈ A then h i j else diagonal s i j) (fun i => ¬ i ∈ A) =
      diagonal (fun i => s i.1) := by
    refine Matrix.ext fun i j => ?_
    have hi : i.1 ∉ A := i.2
    simp [toSquareBlockProp, hi, diagonal_apply, Subtype.ext_iff]
  rw [e1, e2, det_diagonal] at hd
  rw [occMinor, Finset.prod_subtype Aᶜ (p := fun i => ¬ i ∈ A) (by simp) s]
  convert hd

/-- The determinant of `diag(s) + t h` is a sum over sets `A` of orbital pairs, each weighted
by a power of `t`, the minor of `h` on `A` and the overlaps outside `A`. -/
theorem det_expansion (s : n → R) (h : Matrix n n R) (t : R) :
    (diagonal s + t • h).det =
      ∑ A : Finset n, t ^ A.card * (occMinor h A * ∏ i ∈ Aᶜ, s i) := by
  -- Multilinearity: each row comes either from `t h` or from the overlap.
  have key : (t • h + diagonal s).det = ∑ A : Finset n,
      (Matrix.of fun i j => if i ∈ A then (t • h) i j else diagonal s i j).det := by
    have hm := MultilinearMap.map_add_univ
      (detRowAlternating (n := n) (R := R)).toMultilinearMap
      (fun i => (t • h) i) (fun i => diagonal s i)
    refine hm.trans (Finset.sum_congr rfl fun A _ => ?_)
    refine congrArg Matrix.det (Matrix.ext fun i j => ?_)
    by_cases hi : i ∈ A <;> simp [Finset.piecewise, hi]
  rw [add_comm, key]
  refine Finset.sum_congr rfl fun A _ => ?_
  have hs : occMinor (t • h) A = t ^ A.card * occMinor h A := by
    change (t • h.submatrix (Subtype.val : {i // i ∈ A} → n)
      (Subtype.val : {i // i ∈ A} → n)).det = _
    rw [det_smul, Fintype.card_coe, occMinor]
  rw [det_mixed_rows, hs, mul_assoc]

/-- The `t ^ m` coefficient is the sum, over sets of `m` orbital pairs, of the minor of `h`
on the set times the overlaps outside it. -/
theorem coeff_overlapPoly (s : n → R) (h : Matrix n n R) (m : ℕ) :
    (overlapPoly s h).coeff m =
      ∑ A ∈ Finset.powersetCard m Finset.univ, occMinor h A * ∏ i ∈ Aᶜ, s i := by
  have hA : ∀ A : Finset n,
      (X : R[X]) ^ A.card * (occMinor (h.map C) A * ∏ i ∈ Aᶜ, C (s i)) =
        C (occMinor h A * ∏ i ∈ Aᶜ, s i) * X ^ A.card := by
    intro A
    have h1 : occMinor (h.map C) A = C (occMinor h A) := (RingHom.map_det C _).symm
    rw [h1, map_mul, map_prod]
    ring
  rw [overlapPoly, det_expansion, finsetSum_coeff]
  simp_rw [hA, coeff_C_mul_X_pow]
  -- Only the sets with exactly `m` elements contribute.
  rw [← Finset.sum_filter]
  refine Finset.sum_congr (Finset.ext fun A => ?_) fun _ _ => rfl
  simp only [Finset.mem_filter, Finset.mem_univ, true_and, Finset.mem_powersetCard,
    Finset.subset_univ]
  exact eq_comm

/-- If the paired overlaps vanish on `Z`, all coefficients below order `|Z|` vanish, and the
one at order `|Z|` is the minor of `h` on `Z` times the remaining overlaps. -/
theorem coeff_of_zero_overlaps (s : n → R) (h : Matrix n n R) (Z : Finset n)
    (hZ : ∀ i ∈ Z, s i = 0) :
    (∀ m < Z.card, (overlapPoly s h).coeff m = 0) ∧
      (overlapPoly s h).coeff Z.card = occMinor h Z * ∏ i ∈ Zᶜ, s i := by
  -- A set that misses an element of `Z` leaves a zero overlap in the product.
  have vanish : ∀ A : Finset n, ¬ Z ⊆ A → occMinor h A * ∏ i ∈ Aᶜ, s i = 0 := by
    intro A hA
    obtain ⟨i, hi, hiA⟩ := Finset.not_subset.mp hA
    rw [Finset.prod_eq_zero (Finset.mem_compl.mpr hiA) (hZ i hi), mul_zero]
  constructor
  · intro m hm
    rw [coeff_overlapPoly]
    refine Finset.sum_eq_zero fun A hA => vanish A fun hsub => ?_
    have h1 := (Finset.mem_powersetCard.mp hA).2
    have h2 := Finset.card_le_card hsub
    omega
  · rw [coeff_overlapPoly]
    refine Finset.sum_eq_single Z (fun A hA hne => vanish A fun hsub => hne ?_) fun hn => ?_
    · have h1 := (Finset.mem_powersetCard.mp hA).2
      exact (Finset.eq_of_subset_of_card_le hsub h1.le).symm
    · exact absurd (Finset.mem_powersetCard.mpr ⟨Finset.subset_univ Z, rfl⟩) hn

omit [Fintype n] in
/-- The minor on a single orbital pair is the diagonal element of `h`. -/
theorem occMinor_singleton (h : Matrix n n R) (k : n) : occMinor h {k} = h k k := by
  have : Subsingleton {i // i ∈ ({k} : Finset n)} :=
    ⟨fun a b => Subtype.ext
      ((Finset.mem_singleton.mp a.2).trans (Finset.mem_singleton.mp b.2).symm)⟩
  exact det_eq_elem_of_subsingleton
    (h.submatrix (Subtype.val : {i // i ∈ ({k} : Finset n)} → n)
      (Subtype.val : {i // i ∈ ({k} : Finset n)} → n))
    (⟨k, Finset.mem_singleton_self k⟩ : {i // i ∈ ({k} : Finset n)})

omit [Fintype n] in
/-- The minor on two distinct orbital pairs is the direct product of diagonal elements of `h`
minus the exchange product. -/
theorem occMinor_pair (h : Matrix n n R) {k l : n} (hkl : k ≠ l) :
    occMinor h {k, l} = h k k * h l l - h k l * h l k := by
  let f : Fin 2 → {i // i ∈ ({k, l} : Finset n)} := ![⟨k, by simp⟩, ⟨l, by simp⟩]
  have hf : Function.Bijective f := by
    constructor
    · intro a b hab
      fin_cases a <;> fin_cases b <;> simp [f, hkl, hkl.symm] at hab ⊢
    · rintro ⟨x, hx⟩
      rcases (by simpa using hx : x = k ∨ x = l) with e | e
      · exact ⟨0, Subtype.ext e.symm⟩
      · exact ⟨1, Subtype.ext e.symm⟩
  have hdet := det_submatrix_equiv_self (Equiv.ofBijective f hf)
    (h.submatrix (Subtype.val : {i // i ∈ ({k, l} : Finset n)} → n)
      (Subtype.val : {i // i ∈ ({k, l} : Finset n)} → n))
  rw [occMinor, ← hdet, det_fin_two]
  rfl

/-- For arbitrary paired overlaps, the linear coefficient is the sum over `k` of `h k k` times
all the other overlaps. -/
theorem coeff_one (s : n → R) (h : Matrix n n R) :
    (overlapPoly s h).coeff 1 = ∑ k, h k k * ∏ i ∈ ({k}ᶜ : Finset n), s i := by
  rw [coeff_overlapPoly, Finset.powersetCard_one, Finset.sum_map]
  exact Finset.sum_congr rfl fun k _ =>
    congrArg (· * ∏ i ∈ ({k}ᶜ : Finset n), s i) (occMinor_singleton h k)

/-- If the overlap of pair `k` vanishes, the linear coefficient is `h k k` times the product
of the other overlaps. -/
theorem coeff_one_of_zero (s : n → R) (h : Matrix n n R) {k : n} (hk : s k = 0) :
    (overlapPoly s h).coeff 1 = h k k * ∏ i ∈ ({k}ᶜ : Finset n), s i := by
  have hz := (coeff_of_zero_overlaps s h {k} (by simpa using hk)).2
  rwa [Finset.card_singleton, occMinor_singleton] at hz

/-- If the overlaps of two distinct pairs `k` and `l` vanish, the linear coefficient is zero and
the quadratic one is the direct minus exchange product times the remaining overlaps. -/
theorem coeff_two_of_two_zeros (s : n → R) (h : Matrix n n R) {k l : n} (hkl : k ≠ l)
    (hk : s k = 0) (hl : s l = 0) :
    (overlapPoly s h).coeff 1 = 0 ∧
      (overlapPoly s h).coeff 2 =
        (h k k * h l l - h k l * h l k) * ∏ i ∈ ({k, l}ᶜ : Finset n), s i := by
  have hz := coeff_of_zero_overlaps s h {k, l} (by
    intro i hi
    rcases (by simpa using hi : i = k ∨ i = l) with e | e
    · rw [e, hk]
    · rw [e, hl])
  rw [Finset.card_pair hkl, occMinor_pair h hkl] at hz
  exact ⟨hz.1 1 (by norm_num), hz.2⟩

end

end LowdinPairedOverlap
```

```lean
#print axioms LowdinPairedOverlap.coeff_of_zero_overlaps
-- 'LowdinPairedOverlap.coeff_of_zero_overlaps' depends on axioms: [propext, Classical.choice, Quot.sound]
#print axioms LowdinPairedOverlap.coeff_one
-- 'LowdinPairedOverlap.coeff_one' depends on axioms: [propext, Classical.choice, Quot.sound]
#print axioms LowdinPairedOverlap.coeff_one_of_zero
-- 'LowdinPairedOverlap.coeff_one_of_zero' depends on axioms: [propext, Classical.choice, Quot.sound]
#print axioms LowdinPairedOverlap.coeff_two_of_two_zeros
-- 'LowdinPairedOverlap.coeff_two_of_two_zeros' depends on axioms: [propext, Classical.choice, Quot.sound]
```

## From block triangular form to the coefficients

`det_mixed_rows` is the factorisation of $D_A$. Mathlib's `twoBlockTriangular_det` splits the determinant once it is shown that a row outside `A` has only zeros in the columns of `A`. Such a row comes from the diagonal matrix, and its row and column indices differ, which is the content of `hij`. The equations `e1` and `e2` identify the two diagonal blocks as the restriction of $h$ to `A` and the diagonal matrix of the remaining overlaps.

`det_expansion` carries out the expansion over sets. The determinant is treated as a multilinear map of its rows, and `MultilinearMap.map_add_univ` expands a sum in every row into a sum over all `A`. Each term is then factorised by `det_mixed_rows`, applied to the matrix `t • h`. The step `hs` extracts the power of $t$: scaling a matrix of size $|A|$ by $t$ multiplies its determinant by $t^{|A|}$.

`coeff_overlapPoly` reads off the coefficients. Because `det_expansion` holds over every commutative ring, it can be used over `R[X]` itself, with the variable `X` in the place of $t$. The auxiliary statement `hA` rewrites each term as a constant times `X ^ A.card`, using that a ring homomorphism commutes with the determinant. Taking the coefficient of order `m` then leaves exactly the sets with `m` elements.

## From the coefficients to the two rules

In `coeff_of_zero_overlaps`, the step `vanish` finds an element of `Z` missing from `A` and uses its zero overlap to annihilate the product. Below order `Z.card`, an inclusion of `Z` in `A` would contradict the sizes of the two sets, so every term vanishes. At order `Z.card`, `Finset.sum_eq_single` reduces the sum to the term `A = Z`, since a set that contains `Z` and has the same size must equal it.

`occMinor_singleton` evaluates a determinant of size one. `occMinor_pair` builds a bijection `f` from the two-element index type `Fin 2` to the set `{k, l}`, carries the minor over to an ordinary 2 × 2 matrix and applies `det_fin_two`. The assumption `hkl` is needed there because for $k=l$ the set would have only one element.

The two rules follow by taking `Z` to be `{k}` or `{k, l}` and inserting these minors. In the second case the first half of `coeff_of_zero_overlaps`, used at order 1, gives the vanishing linear coefficient. `coeff_one` takes a different route: it starts from `coeff_overlapPoly` at order 1 and replaces the sum over one-element sets by a sum over `k`, so no overlap has to vanish.
